# The DFTB3 third-order charge potential, and the condition $G_{aa}=U_d/2$ for a cubic atomic energy

## Charges, couplings and the atomic model

The atoms form a finite set `ι`. Each atom $a$ carries a real charge fluctuation $q_a$, counted as its electron population minus that of the neutral atom, so a surplus of electrons makes $q_a$ positive.

```lean
import Mathlib

open Finset

namespace DFTB3ThirdOrder

noncomputable section

variable {ι : Type*} [Fintype ι]
```

The coupling $G_{ab}$ is any real matrix, not necessarily symmetric, and stays constant as the charges vary. The third-order energy is

$$E_3(q)=\tfrac13\sum_{ab}q_a^2q_bG_{ab}.$$

```lean
/-- The DFTB3 third-order energy of the charge fluctuations `q` with coupling matrix `G`. -/
def thirdOrderEnergy (G : ι → ι → ℝ) (q : ι → ℝ) : ℝ :=
  (1 / 3) * ∑ a, ∑ b, q a ^ 2 * q b * G a b
```

The candidate for its derivative with respect to $q_c$ uses both row and column $c$:

$$V_c=\tfrac13\sum_b\left(2q_cq_bG_{cb}+q_b^2G_{bc}\right).$$

```lean
/-- The third-order potential on atom `c`, built from row `c` and column `c` of `G`. -/
def thirdOrderPotential (G : ι → ι → ℝ) (q : ι → ℝ) (c : ι) : ℝ :=
  (1 / 3) * ∑ b, (2 * q c * q b * G c b + q b ^ 2 * G b c)
```

Let $\gamma_{ab}$ be the pair interaction of the second-order energy. Its response to charge, taken at the neutral reference, is postulated as

$$\frac{\partial\gamma_{ab}}{\partial q_c}=\delta_{ca}G_{ab}+\delta_{cb}G_{ba}.$$

This is a model assumption of DFTB3: the interaction is taken to change only through the charge-dependent hardness of its own two atoms, and any response to the charges on other atoms is neglected. On the diagonal both terms contribute, giving $2G_{aa}$.

```lean
/-- The response of the pair interaction between `a` and `b` to the charge on `c`: `G a b` if `c =
a`, plus `G b a` if `c = b`, and zero for any other `c`. -/
def kernelResponse [DecidableEq ι] (G : ι → ι → ℝ) (a b c : ι) : ℝ :=
  (if c = a then G a b else 0) + (if c = b then G b a else 0)
```

For an isolated atom, $U$ is the Hubbard parameter at zero fluctuation and $U_d$ (`Ud`) its charge derivative. With $E_0$ and $\mu_0$ the energy and its first charge derivative at zero fluctuation, the model energy is $E_0+\mu_0q+Uq^2/2+U_dq^3/6$.

```lean
/-- An atomic energy that is cubic in the charge fluctuation `q`. -/
def cubicAtomicEnergy (E₀ μ₀ U Ud q : ℝ) : ℝ :=
  E₀ + μ₀ * q + U * q ^ 2 / 2 + Ud * q ^ 3 / 6
```

Its derivative is the atomic potential $\mu_0+Uq+U_dq^2/2$.

```lean
/-- An atomic potential that is quadratic in the charge fluctuation `q`. -/
def quadraticAtomicPotential (μ₀ U Ud q : ℝ) : ℝ :=
  μ₀ + U * q + Ud * q ^ 2 / 2
```

## From a triple sum to a double sum

The general cubic term is $\frac16\sum_{abc}q_aq_bq_c\,\partial\gamma_{ab}/\partial q_c$. Under the postulated response, the sum over $c$ leaves

$$\tfrac16\sum_{ab}\left(q_a^2q_bG_{ab}+q_aq_b^2G_{ba}\right).$$

Exchanging labels in the second term makes it equal to the first, so the total is $E_3$. In the proof, `inner` does the sum over $c$ and `hs` the exchange.

```lean
/-- One sixth of the triple sum over charges and responses of the pair interaction equals the DFTB3
third-order energy. -/
theorem triple_sum_eq_thirdOrderEnergy [DecidableEq ι] (G : ι → ι → ℝ) (q : ι → ℝ) :
    (1 / 6) * ∑ a, ∑ b, ∑ c, q a * q b * q c * kernelResponse G a b c
      = thirdOrderEnergy G q := by
  -- only c = a and c = b contribute
  have inner : ∀ a b, ∑ c, q a * q b * q c * kernelResponse G a b c
      = q a * q b * (q a * G a b + q b * G b a) := by
    intro a b
    simp only [kernelResponse, mul_add, mul_ite, mul_zero, Finset.sum_add_distrib,
      Finset.sum_ite_eq', Finset.mem_univ, if_true]
    ring
  have hs : ∑ a, ∑ b, q b ^ 2 * q a * G b a = ∑ a, ∑ b, q a ^ 2 * q b * G a b :=
    Finset.sum_comm
  calc (1 / 6) * ∑ a, ∑ b, ∑ c, q a * q b * q c * kernelResponse G a b c
      = (1 / 6) * (∑ a, ∑ b, q a ^ 2 * q b * G a b
          + ∑ a, ∑ b, q b ^ 2 * q a * G b a) := by
        simp only [inner]
        rw [← Finset.sum_add_distrib]
        congr 1
        refine Finset.sum_congr rfl fun a _ => ?_
        rw [← Finset.sum_add_distrib]
        exact Finset.sum_congr rfl fun b _ => by ring
    _ = thirdOrderEnergy G q := by
        rw [hs, thirdOrderEnergy]
        ring
```

## The potential as a charge derivative

Let the charges change at rates $v_a$. The product rule gives $\frac13\sum_{ab}(2q_av_aq_b+q_a^2v_b)G_{ab}$. Swapping labels in the second term collects everything multiplying $v_a$:

$$\tfrac13\sum_a v_a\sum_b\left(2q_aq_bG_{ab}+q_b^2G_{ba}\right)=\sum_a v_aV_a.$$

```lean
/-- The first-order change of the third-order energy under charge changes `v` is the sum
of `v` times the third-order potential. -/
theorem variation_eq_potential (G : ι → ι → ℝ) (q v : ι → ℝ) :
    (1 / 3) * ∑ a, ∑ b, (2 * q a * v a * q b + q a ^ 2 * v b) * G a b
      = ∑ c, v c * thirdOrderPotential G q c := by
  -- exchange the atom labels in the second term
  have hs : ∑ a, ∑ b, q a ^ 2 * v b * G a b = ∑ a, ∑ b, q b ^ 2 * v a * G b a :=
    Finset.sum_comm
  simp only [add_mul, Finset.sum_add_distrib]
  rw [hs, ← Finset.sum_add_distrib, Finset.mul_sum]
  refine Finset.sum_congr rfl fun c _ => ?_
  rw [thirdOrderPotential, ← Finset.sum_add_distrib, Finset.mul_sum, Finset.mul_sum,
    Finset.mul_sum]
  exact Finset.sum_congr rfl fun b _ => by ring
```

The proof turns on `Finset.sum_comm`, which exchanges the order of two finite sums. In `hs` the right-hand side is written with the outer variable again called `a`. Bound names carry no meaning in Lean, so the lemma matches this relabelled form directly. The swap turns `G a b` into `G b a`, which is how column $c$ enters $V_c$ without any symmetry assumption.

Now let the charges follow a path $x(s)$, differentiable at $s=t$ with velocity $v$. `HasDerivAt` states that a function is differentiable at a point and gives its derivative there. Differentiating each summand (`key`) and applying the previous identity yields $dE_3/dt=\sum_cv_cV_c$.

```lean
/-- Along a differentiable path of charges, the third-order energy changes at the rate
given by the charge velocities times the third-order potential. -/
theorem hasDerivAt_along_path (G : ι → ι → ℝ) (x : ℝ → ι → ℝ) (v : ι → ℝ) (t : ℝ)
    (h : ∀ a, HasDerivAt (fun s => x s a) (v a) t) :
    HasDerivAt (fun s => thirdOrderEnergy G (x s))
      (∑ c, v c * thirdOrderPotential G (x t) c) t := by
  rw [← variation_eq_potential]
  simp only [thirdOrderEnergy, pow_two]
  refine HasDerivAt.const_mul (1 / 3 : ℝ)
    (HasDerivAt.fun_sum fun a _ => HasDerivAt.fun_sum fun b _ => ?_)
  have key : HasDerivAt (fun s => x s a * x s a * x s b * G a b)
      (((v a * x t a + x t a * v a) * x t b + x t a * x t a * v b) * G a b) t :=
    (((h a).fun_mul (h a)).fun_mul (h b)).mul_const (G a b)
  exact key.congr_deriv (by ring)
```

Varying only the charge on $c$ means $v_b=\delta_{bc}$, so $\partial E_3/\partial q_c=V_c$. `Function.update q c s` is the charge vector with entry $c$ replaced by $s$; the derivative is taken at $s=q_c$.

```lean
/-- The partial derivative of the third-order energy with respect to the charge on atom
`c` is the third-order potential on `c`. -/
theorem hasDerivAt_charge [DecidableEq ι] (G : ι → ι → ℝ) (q : ι → ℝ) (c : ι) :
    HasDerivAt (fun s => thirdOrderEnergy G (Function.update q c s))
      (thirdOrderPotential G q c) (q c) := by
  have h := hasDerivAt_along_path G (fun s => Function.update q c s)
    (fun b => if b = c then 1 else 0) (q c) (by
      intro b
      by_cases hb : b = c
      · subst hb
        simpa using hasDerivAt_id' (q b)
      · simpa [hb] using hasDerivAt_const (q c) (q b))
  exact h.congr_deriv (by
    simp only [Function.update_eq_self, ite_mul, one_mul, zero_mul,
      Finset.sum_ite_eq', Finset.mem_univ, if_true])
```

Setting $v=q$ instead turns each summand into $3q_a^2q_bG_{ab}$, hence $\sum_cq_cV_c=3E_3$. In a self-consistent DFTB3 calculation with fixed $G$, $V_c$ is the third-order atomic shift, and contracting it with the charges counts $E_3$ three times.

```lean
/-- The charges contracted with the third-order potential give three times the
third-order energy. -/
theorem sum_charge_mul_potential (G : ι → ι → ℝ) (q : ι → ℝ) :
    ∑ c, q c * thirdOrderPotential G q c = 3 * thirdOrderEnergy G q := by
  rw [← variation_eq_potential, thirdOrderEnergy]
  simp only [Finset.mul_sum]
  exact Finset.sum_congr rfl fun a _ => Finset.sum_congr rfl fun b _ => by ring
```

## Integrating the atomic energy

Differentiating the model energy once gives the quadratic potential, and a second time gives $U+U_dq$.

```lean
/-- The cubic atomic energy has the quadratic atomic potential as its derivative, and that
potential has derivative `U + Ud * q`. -/
theorem atomic_energy_witness (E₀ μ₀ U Ud q : ℝ) :
    HasDerivAt (cubicAtomicEnergy E₀ μ₀ U Ud) (quadraticAtomicPotential μ₀ U Ud q) q ∧
      HasDerivAt (quadraticAtomicPotential μ₀ U Ud) (U + Ud * q) q := by
  have p2 : HasDerivAt (fun x : ℝ => x ^ 2) (2 * q) q := by
    simpa using hasDerivAt_pow 2 q
  have p3 : HasDerivAt (fun x : ℝ => x ^ 3) (3 * q ^ 2) q := by
    simpa using hasDerivAt_pow 3 q
  constructor
  · exact (((((hasDerivAt_id' q).const_mul μ₀).const_add E₀).fun_add
      ((p2.const_mul U).div_const 2)).fun_add ((p3.const_mul Ud).div_const 6)).congr_deriv
        (by unfold quadraticAtomicPotential; ring)
  · exact ((((hasDerivAt_id' q).const_mul U).const_add μ₀).fun_add
      ((p2.const_mul Ud).div_const 2)).congr_deriv (by ring)
```

Two functions with the same derivative everywhere differ by a constant, which vanishes if they agree at $q=0$.

```lean
/-- Two functions of the charge with the same derivative everywhere and the same value at
zero charge are equal. -/
theorem eq_of_same_derivative {f g f' : ℝ → ℝ} (hf : ∀ q, HasDerivAt f (f' q) q)
    (hg : ∀ q, HasDerivAt g (f' q) q) (h0 : f 0 = g 0) (q : ℝ) : f q = g q := by
  have hd : ∀ x, HasDerivAt (fun y => f y - g y) 0 x := fun x =>
    ((hf x).fun_sub (hg x)).congr_deriv (sub_self _)
  have h : f q - g q = f 0 - g 0 :=
    is_const_of_deriv_eq_zero (f := fun y => f y - g y)
      (fun x => (hd x).differentiableAt) (fun x => (hd x).deriv) q 0
  linarith
```

Suppose now that an atomic energy satisfies $E'=\mu$ and $\mu'=U+U_dq$ for every real $q$. This assumes that the hardness is exactly linear in the charge. Comparing first $\mu$ and then $E$ with the model functions gives

$$E(q)=E(0)+\mu(0)q+\tfrac12Uq^2+\tfrac16U_dq^3.$$

```lean
/-- An atomic energy whose second derivative is `U + Ud * q` equals its cubic expansion
about zero charge fluctuation. -/
theorem atomic_energy_eq_cubic {E μ : ℝ → ℝ} {U Ud : ℝ}
    (hE : ∀ q, HasDerivAt E (μ q) q) (hμ : ∀ q, HasDerivAt μ (U + Ud * q) q) (q : ℝ) :
    E q = E 0 + μ 0 * q + U * q ^ 2 / 2 + Ud * q ^ 3 / 6 := by
  -- integrate once for the potential, then once more for the energy
  have h1 : ∀ x, μ x = quadraticAtomicPotential (μ 0) U Ud x :=
    eq_of_same_derivative hμ (fun x => (atomic_energy_witness 0 (μ 0) U Ud x).2)
      (by simp [quadraticAtomicPotential])
  have h2 : ∀ x, HasDerivAt (cubicAtomicEnergy (E 0) (μ 0) U Ud) (μ x) x := fun x =>
    (atomic_energy_witness (E 0) (μ 0) U Ud x).1.congr_deriv (h1 x).symm
  exact eq_of_same_derivative hE h2 (by simp [cubicAtomicEnergy]) q
```

## Fixing the diagonal coupling

If only atom $a$ is charged, with $q_a=t$, a single term survives: $E_3=G_{aa}t^3/3$. `Pi.single a t` denotes this charge vector.

```lean
/-- If only atom `a` carries a charge fluctuation `t`, the third-order energy is
`G a a * t ^ 3 / 3`. -/
theorem thirdOrderEnergy_single [DecidableEq ι] (G : ι → ι → ℝ) (a : ι) (t : ℝ) :
    thirdOrderEnergy G (Pi.single a t : ι → ℝ) = G a a * t ^ 3 / 3 := by
  unfold thirdOrderEnergy
  rw [Finset.sum_eq_single a (fun i _ hi => by simp [hi]) (by simp),
    Finset.sum_eq_single a (fun j _ hj => by simp [hj]) (by simp), Pi.single_eq_same]
  ring
```

The quadratic expansion plus $E_3$ equals $E(t)$ for all $t$ exactly when $G_{aa}t^3/3=U_dt^3/6$ for all $t$. Taking $t=1$ forces $G_{aa}=U_d/2$, and substituting this value gives the converse. The result holds for one atom alone or within any finite set; it leaves the off-diagonal couplings undetermined.

```lean
/-- With only atom `a` charged, the quadratic expansion plus the DFTB3 third-order energy
reproduces the atomic energy at every charge if and only if `G a a = Ud / 2`. -/
theorem reproduces_atom_iff [DecidableEq ι] (G : ι → ι → ℝ) (a : ι) {E μ : ℝ → ℝ}
    {U Ud : ℝ} (hE : ∀ q, HasDerivAt E (μ q) q)
    (hμ : ∀ q, HasDerivAt μ (U + Ud * q) q) :
    (∀ t, E 0 + μ 0 * t + U * t ^ 2 / 2 + thirdOrderEnergy G (Pi.single a t : ι → ℝ) = E t)
      ↔ G a a = Ud / 2 := by
  constructor
  · intro h
    -- one unit of charge already fixes the diagonal element
    have h1 := h 1
    rw [thirdOrderEnergy_single, atomic_energy_eq_cubic hE hμ 1] at h1
    linarith
  · intro h t
    rw [thirdOrderEnergy_single, atomic_energy_eq_cubic hE hμ t, h]
    ring

end

end DFTB3ThirdOrder
```

```lean
#print axioms DFTB3ThirdOrder.triple_sum_eq_thirdOrderEnergy
#print axioms DFTB3ThirdOrder.hasDerivAt_charge
#print axioms DFTB3ThirdOrder.sum_charge_mul_potential
#print axioms DFTB3ThirdOrder.reproduces_atom_iff
```

```
'DFTB3ThirdOrder.triple_sum_eq_thirdOrderEnergy' depends on axioms: [propext, Classical.choice, Quot.sound]
'DFTB3ThirdOrder.hasDerivAt_charge' depends on axioms: [propext, Classical.choice, Quot.sound]
'DFTB3ThirdOrder.sum_charge_mul_potential' depends on axioms: [propext, Classical.choice, Quot.sound]
'DFTB3ThirdOrder.reproduces_atom_iff' depends on axioms: [propext, Classical.choice, Quot.sound]
```
